# A rank-$r$ tensor on the plane with $n$-fold rotation symmetry, $n>r$, is invariant under every rotation

## A linear form under a half-turn

Let $R_\theta$ be the rotation of the plane by $\theta$, and let $T$ be a real linear form on plane vectors. Since $R_\theta v$ is built from $\cos\theta$ and $\sin\theta$,

$$T(R_\theta v)=\alpha e^{\mathrm i\theta}+\beta e^{-\mathrm i\theta},$$

with $\alpha,\beta$ independent of $\theta$. Replacing $\theta$ by $\theta+\pi$ changes the sign of both terms, so the average over the two angles is zero. If $T$ is invariant under the half-turn, that average is $T(R_\theta v)$ itself. Hence $T=0$, which is invariant under every rotation. This is the case $r=1$, $n=2$.

## Few phases, many rotations

A property tensor of rank $r$ is a real multilinear form $T(v_0,\dots,v_{r-1})$. Suppose that rotating all arguments by $2\pi/n$ leaves it unchanged, with $n>r$. Write $v_i(j)$, $j=0,1$, for the components of $v_i$. Then

$$(R_\theta v_i)(j)=e^{\mathrm i\theta}A_i(j)+e^{-\mathrm i\theta}B_i(j),$$

$$A_i=\tfrac12\big(v_i(0)+\mathrm i v_i(1),\;v_i(1)-\mathrm i v_i(0)\big),\qquad B_i=\overline{A_i}.$$

In a product of $r$ such components, let $S$ be the set of factors that contribute $e^{\mathrm i\theta}$. The resulting phase is $e^{\mathrm im\theta}$ with $m=2|S|-r$, so $|m|\le r<n$. For $m\neq0$, put $\omega=e^{2\pi\mathrm im/n}$. Then $\omega\ne1$ and $\omega^n=1$, so

$$\sum_{k=0}^{n-1}e^{\mathrm im(\theta+2\pi k/n)}=e^{\mathrm im\theta}\,\frac{\omega^n-1}{\omega-1}=0.$$

Only $m=0$ survives, and the sum over the $n$ rotated copies does not depend on $\theta$. By multilinearity, with unit vectors $e_0,e_1$,

$$T(v)=\sum_\sigma T(e_{\sigma(0)},\dots,e_{\sigma(r-1)})\prod_i v_i(\sigma(i)),$$

where $\sigma$ runs over all choices of components, so the same holds for $T$. Invariance makes the $n$ terms equal. Comparing $\theta$ with $0$ gives $nT(R_\theta v)=nT(v)$.

The condition cannot be relaxed to $n\ge r$. For $r\ge1$, read vectors as complex numbers $z_i$ and take $\mathrm{Re}\prod_i z_i$. Rotation multiplies the product by $e^{\mathrm ir\theta}$, which is $1$ at $2\pi/r$ and $-1$ at $\pi/r$. This excludes $n=r$, not every smaller $n$: for $r=4$ the phases are $m=0,\pm2,\pm4$, none of the nonzero ones is a multiple of $3$, and the same argument works for $n=3$.

## Six-fold elasticity

A planar stiffness tensor $C_{abcd}$ has rank four, so six-fold symmetry gives isotropy. Rotation by $\pi/4$ sends $e_0,e_1$ to $(1,1)/\sqrt2$ and $(-1,1)/\sqrt2$. With the minor and major symmetries, set $p=C_{0001}$, $q=C_{1101}$ and $s=C_{0000}+C_{1111}+2C_{0011}+4C_{0101}$. Invariance on $(e_0,e_0,e_0,e_0)$, $(e_1,e_1,e_1,e_1)$, $(e_0,e_0,e_0,e_1)$ and $(e_0,e_1,e_1,e_1)$ gives

$$4C_{0000}=s+4p+4q,\qquad 4C_{1111}=s-4p-4q,$$
$$C_{1111}-C_{0000}=6p-2q=6q-2p.$$

The last line gives $p=q$ and $C_{1111}-C_{0000}=4p$, while the first gives $-4p$. So $p=q=0$, $C_{0000}=C_{1111}$ and $2C_{0101}=C_{0000}-C_{0011}$. Conversely, these relations give

$$C_{abcd}=C_{0011}\delta_{ab}\delta_{cd}+C_{0101}(\delta_{ac}\delta_{bd}+\delta_{ad}\delta_{bc}),$$

a form built from scalar products, which rotations preserve.

For example, take $C_{0000}=C_{1111}=10$, $C_{0011}=4$, $C_{0101}=3$ in arbitrary units, with $p=q=0$. The stiffness for uniaxial strain along the diagonal is $(10+10+8+12)/4=10$, as along the axes. With $C_{0101}=5$, allowed by four-fold symmetry, it is $12$.

In simulations of a six-fold sheet in the linear elastic regime, the relation can check computed in-plane constants.

## The statement in Lean

Vectors are `Fin 2 → ℝ`, `rot` is the counterclockwise rotation, and `T` is a `MultilinearMap` with `r` arguments. `InvariantUnder T θ` rotates all arguments together. In `hermann`, `hrn` is $n>r$, and `h` expresses the physical assumption that the property inherits the crystal's rotation symmetry; no crystal structure appears. This is the planar form of Hermann's theorem: for a three-dimensional crystal, `hermann` covers only the components whose indices all lie in the plane perpendicular to the axis, whereas the full theorem covers every component.

`elasticForm` contracts $C$ with four vectors. The hypotheses `minor` and `major` are the usual stiffness symmetries; positivity is not required. Third-order elastic constants have rank six, so $n=6$ does not suffice for `hermann` there.

```lean
import Mathlib

open scoped Matrix Real

namespace HermannTheorem

noncomputable section

/-- Rotation of a plane vector by the angle `θ`. -/
def rot (θ : ℝ) (v : Fin 2 → ℝ) : Fin 2 → ℝ :=
  ![Real.cos θ * v 0 - Real.sin θ * v 1, Real.sin θ * v 0 + Real.cos θ * v 1]

/-- A tensor of rank `r` is invariant under the rotation by `θ` if rotating all its
arguments together leaves its value unchanged. -/
def InvariantUnder {r : ℕ} (T : MultilinearMap ℝ (fun _ : Fin r => Fin 2 → ℝ) ℝ)
    (θ : ℝ) : Prop :=
  ∀ v : Fin r → Fin 2 → ℝ, T (fun i => rot θ (v i)) = T v

/-- Each component of a rotated vector is a sum of the two phases `exp (iθ)` and
`exp (-iθ)` with coefficients independent of the angle. -/
theorem rot_phases (v : Fin 2 → ℝ) : ∃ A B : Fin 2 → ℂ, ∀ (θ : ℝ) (j : Fin 2),
    ((rot θ v j : ℝ) : ℂ) =
      Complex.exp (θ * Complex.I) * A j + (Complex.exp (θ * Complex.I))⁻¹ * B j := by
  refine ⟨![(v 0 + v 1 * Complex.I) / 2, (v 1 - v 0 * Complex.I) / 2],
    ![(v 0 - v 1 * Complex.I) / 2, (v 1 + v 0 * Complex.I) / 2], fun θ => ?_⟩
  have h2 : (Complex.exp (θ * Complex.I))⁻¹
      = Complex.cos θ - Complex.sin θ * Complex.I := by
    rw [← Complex.exp_neg, ← neg_mul, Complex.exp_mul_I, Complex.cos_neg, Complex.sin_neg]
    ring
  rw [h2, Complex.exp_mul_I]
  refine Fin.forall_fin_two.2 ⟨?_, ?_⟩
  · simp only [rot, Matrix.cons_val_zero]
    push_cast
    linear_combination (-Complex.sin θ * v 1) * Complex.I_sq
  · simp only [rot, Matrix.cons_val_one, Matrix.cons_val_fin_one]
    push_cast
    linear_combination (Complex.sin θ * v 0) * Complex.I_sq

/-- The sum of the `m`-th powers of the `n` numbers `u ζ ^ k` vanishes when `ζ` is a primitive
`n`-th root of unity and `0 < |m| < n`. -/
theorem phase_sum {n : ℕ} {ζ : ℂ} (hζ : IsPrimitiveRoot ζ n) {m : ℤ} (h0 : m ≠ 0)
    (hm : |m| < n) (u : ℂ) : ∑ k ∈ Finset.range n, (u * ζ ^ k) ^ m = 0 := by
  have h1 : ζ ^ m ≠ 1 := fun h =>
    h0 (Int.eq_zero_of_abs_lt_dvd ((hζ.zpow_eq_one_iff_dvd m).1 h) hm)
  have h2 : (ζ ^ m) ^ n = 1 := by
    rw [← zpow_natCast, ← zpow_mul, mul_comm, zpow_mul, zpow_natCast, hζ.pow_eq_one, one_zpow]
  have h3 : ∑ k ∈ Finset.range n, (u * ζ ^ k) ^ m
      = u ^ m * ∑ k ∈ Finset.range n, (ζ ^ m) ^ k := by
    rw [Finset.mul_sum]
    refine Finset.sum_congr rfl fun k _ => ?_
    rw [mul_zpow, ← zpow_natCast, ← zpow_natCast, ← zpow_mul, ← zpow_mul, mul_comm (k : ℤ) m]
  rw [h3, geom_sum_eq h1, h2, sub_self, zero_div, mul_zero]

/-- For `n > r` and a primitive `n`-th root of unity `ζ`, the sum over `k < n` of the product of the
`r` factors `z * A i + z⁻¹ * B i` with `z = w * ζ ^ k` is the same for all nonzero `w`. -/
theorem average_prod {r n : ℕ} (hrn : r < n) {ζ : ℂ} (hζ : IsPrimitiveRoot ζ n)
    (A B : Fin r → ℂ) {w w' : ℂ} (hw : w ≠ 0) (hw' : w' ≠ 0) :
    ∑ k ∈ Finset.range n, ∏ i, (w * ζ ^ k * A i + (w * ζ ^ k)⁻¹ * B i) =
      ∑ k ∈ Finset.range n, ∏ i, (w' * ζ ^ k * A i + (w' * ζ ^ k)⁻¹ * B i) := by
  have hζ0 : ζ ≠ 0 := hζ.ne_zero (by omega)
  -- a product of r components contains only the phases m = 2|S| - r
  have expand : ∀ z : ℂ, z ≠ 0 → ∏ i, (z * A i + z⁻¹ * B i) =
      ∑ S ∈ (Finset.univ : Finset (Fin r)).powerset, z ^ (2 * (S.card : ℤ) - r) *
        ((∏ i ∈ S, A i) * ∏ i ∈ Finset.univ \ S, B i) := by
    intro z hz
    rw [Finset.prod_add]
    refine Finset.sum_congr rfl fun S _ => ?_
    have hc := Finset.card_sdiff_add_card_eq_card (Finset.subset_univ S)
    rw [Finset.card_univ, Fintype.card_fin] at hc
    have he : 2 * (S.card : ℤ) - r
        = (S.card : ℤ) + -((Finset.univ \ S).card : ℤ) := by omega
    rw [he, zpow_add₀ hz, zpow_neg, Finset.prod_mul_distrib, Finset.prod_mul_distrib,
      Finset.prod_const, Finset.prod_const, inv_pow]
    simp only [zpow_natCast]
    ring
  have hsum : ∀ u : ℂ, u ≠ 0 →
      ∑ k ∈ Finset.range n, ∏ i, (u * ζ ^ k * A i + (u * ζ ^ k)⁻¹ * B i) =
      ∑ S ∈ (Finset.univ : Finset (Fin r)).powerset,
        (∑ k ∈ Finset.range n, (u * ζ ^ k) ^ (2 * (S.card : ℤ) - r)) *
          ((∏ i ∈ S, A i) * ∏ i ∈ Finset.univ \ S, B i) := by
    intro u hu
    simp_rw [Finset.sum_mul]
    rw [Finset.sum_comm]
    exact Finset.sum_congr rfl fun k _ => expand _ (mul_ne_zero hu (pow_ne_zero k hζ0))
  rw [hsum w hw, hsum w' hw']
  refine Finset.sum_congr rfl fun S _ => ?_
  congr 1
  by_cases h0 : 2 * (S.card : ℤ) - r = 0
  · simp only [h0, zpow_zero]
  · have hS := Finset.card_le_univ S
    rw [Fintype.card_fin] at hS
    have hm : |2 * (S.card : ℤ) - r| < n := by
      rw [abs_lt]
      constructor <;> omega
    rw [phase_sum hζ h0 hm, phase_sum hζ h0 hm]

/-- A tensor is the sum of its Cartesian components times products of vector components. -/
theorem component_expansion {r : ℕ} (T : MultilinearMap ℝ (fun _ : Fin r => Fin 2 → ℝ) ℝ)
    (v : Fin r → Fin 2 → ℝ) :
    T v = ∑ σ : Fin r → Fin 2, (∏ i, v i (σ i)) * T (fun i => Pi.single (σ i) 1) := by
  have hv : v = fun i => ∑ j, v i j • (Pi.single j 1 : Fin 2 → ℝ) := by
    ext i j
    simp [Finset.sum_apply, Pi.single_apply]
  conv_lhs => rw [hv]
  rw [T.map_sum]
  exact Finset.sum_congr rfl fun σ _ =>
    T.map_smul_univ (fun i => v i (σ i)) (fun i => Pi.single (σ i) 1)

/-- **Hermann's theorem.** A tensor of rank `r` on the plane that is invariant under the
rotation by `2π/n` with `n > r` is invariant under every rotation. -/
theorem hermann {r n : ℕ} (hrn : r < n)
    (T : MultilinearMap ℝ (fun _ : Fin r => Fin 2 → ℝ) ℝ)
    (h : InvariantUnder T (2 * π / n)) (θ : ℝ) : InvariantUnder T θ := by
  intro v
  have hn : n ≠ 0 := by omega
  have rot_add : ∀ (a b : ℝ) (u : Fin 2 → ℝ), rot (a + b) u = rot a (rot b u) := by
    intro a b u
    ext j
    fin_cases j <;> simp [rot, Real.cos_add, Real.sin_add] <;> ring
  have iter : ∀ (k : ℕ) (t : ℝ),
      T (fun i => rot (t + k * (2 * π / n)) (v i)) = T (fun i => rot t (v i)) := by
    intro k t
    induction k with
    | zero => simp
    | succ k ih =>
      have e : t + ((k + 1 : ℕ) : ℝ) * (2 * π / n)
          = 2 * π / n + (t + k * (2 * π / n)) := by push_cast; ring
      rw [e]
      simp only [rot_add (2 * π / n)]
      exact (h _).trans ih
  obtain ⟨ζ, hζe⟩ : ∃ ζ : ℂ, ζ = Complex.exp (2 * π * Complex.I / n) := ⟨_, rfl⟩
  have hζ : IsPrimitiveRoot ζ n := hζe ▸ Complex.isPrimitiveRoot_exp n hn
  have hexp : ∀ (t : ℝ) (k : ℕ), Complex.exp (((t + k * (2 * π / n) : ℝ) : ℂ) * Complex.I)
      = Complex.exp (t * Complex.I) * ζ ^ k := by
    intro t k
    rw [hζe, ← Complex.exp_nat_mul, ← Complex.exp_add]
    congr 1
    push_cast
    ring
  choose A B hAB using fun i => rot_phases (v i)
  -- the sum over the n rotated copies, written in phases
  have hcomp : ∀ t : ℝ,
      ((∑ k ∈ Finset.range n, T (fun i => rot (t + k * (2 * π / n)) (v i)) : ℝ) : ℂ) =
      ∑ σ : Fin r → Fin 2, (∑ k ∈ Finset.range n, ∏ i,
        (Complex.exp (t * Complex.I) * ζ ^ k * A i (σ i) +
          (Complex.exp (t * Complex.I) * ζ ^ k)⁻¹ * B i (σ i))) *
        ((T (fun i => Pi.single (σ i) 1) : ℝ) : ℂ) := by
    intro t
    simp_rw [Finset.sum_mul]
    rw [Finset.sum_comm, Complex.ofReal_sum]
    refine Finset.sum_congr rfl fun k _ => ?_
    rw [component_expansion T (fun i => rot (t + k * (2 * π / n)) (v i)), Complex.ofReal_sum]
    refine Finset.sum_congr rfl fun σ _ => ?_
    rw [Complex.ofReal_mul, Complex.ofReal_prod]
    congr 1
    refine Finset.prod_congr rfl fun i _ => ?_
    rw [hAB, hexp]
  have hconst : ∑ k ∈ Finset.range n, T (fun i => rot (θ + k * (2 * π / n)) (v i)) =
      ∑ k ∈ Finset.range n, T (fun i => rot (0 + k * (2 * π / n)) (v i)) := by
    apply Complex.ofReal_injective
    rw [hcomp θ, hcomp 0]
    refine Finset.sum_congr rfl fun σ _ => ?_
    rw [average_prod hrn hζ (fun i => A i (σ i)) (fun i => B i (σ i))
      (Complex.exp_ne_zero _) (Complex.exp_ne_zero _)]
  -- for an invariant tensor all n terms are equal
  rw [Finset.sum_congr rfl fun k _ => iter k θ, Finset.sum_congr rfl fun k _ => iter k 0,
    Finset.sum_const, Finset.sum_const, Finset.card_range, nsmul_eq_mul, nsmul_eq_mul] at hconst
  have hz : (fun i => rot 0 (v i)) = v := by
    ext i j
    fin_cases j <;> simp [rot]
  rw [hz] at hconst
  exact mul_left_cancel₀ (Nat.cast_ne_zero.2 hn) hconst

/-- The four-linear form with the components `C a b c d` of a planar stiffness tensor. -/
def elasticForm (C : Fin 2 → Fin 2 → Fin 2 → Fin 2 → ℝ) :
    MultilinearMap ℝ (fun _ : Fin 4 => Fin 2 → ℝ) ℝ :=
  ∑ a, ∑ b, ∑ c, ∑ d, C a b c d • (MultilinearMap.mkPiAlgebra ℝ (Fin 4) ℝ).compLinearMap
    (fun i => LinearMap.proj (R := ℝ) (φ := fun _ : Fin 2 => ℝ) (![a, b, c, d] i))

/-- The elastic form is the full contraction of the stiffness tensor with four vectors. -/
theorem elasticForm_apply (C : Fin 2 → Fin 2 → Fin 2 → Fin 2 → ℝ) (v : Fin 4 → Fin 2 → ℝ) :
    elasticForm C v =
      ∑ a, ∑ b, ∑ c, ∑ d, C a b c d * (v 0 a * v 1 b * v 2 c * v 3 d) := by
  simp only [elasticForm, _root_.sum_apply, _root_.smul_apply,
    MultilinearMap.compLinearMap_apply, MultilinearMap.mkPiAlgebra_apply,
    LinearMap.proj_apply, Fin.prod_univ_four, smul_eq_mul]
  rfl

/-- A planar stiffness tensor with the minor and major index symmetries is invariant under
the six-fold rotation exactly when `C₁₁₁₁ = C₂₂₂₂`, `C₁₁₁₂ = C₂₂₁₂ = 0` and
`2 C₁₂₁₂ = C₁₁₁₁ - C₁₁₂₂` (the indices 1, 2 are 0, 1 in the formula). -/
theorem sixfold_elastic_iff (C : Fin 2 → Fin 2 → Fin 2 → Fin 2 → ℝ)
    (minor : ∀ a b c d, C a b c d = C b a c d) (major : ∀ a b c d, C a b c d = C c d a b) :
    InvariantUnder (elasticForm C) (2 * π / 6) ↔
      C 0 0 0 0 = C 1 1 1 1 ∧ C 0 0 0 1 = 0 ∧ C 1 1 0 1 = 0 ∧
        2 * C 0 1 0 1 = C 0 0 0 0 - C 0 0 1 1 := by
  have s1 := minor 0 1 0 0
  have s2 := minor 0 1 1 1
  have s3 := minor 0 1 0 1
  have s4 := minor 0 1 1 0
  have s5 := major 0 0 0 1
  have s6 := major 0 0 1 0
  have s7 := major 0 0 1 1
  have s8 := major 1 1 0 1
  have s9 := major 1 1 1 0
  have s10 := major 0 1 1 0
  constructor
  · intro h
    have iso := hermann (n := 6) (by norm_num) (elasticForm C) (by push_cast; exact h)
    -- Hermann's theorem allows the rotation by π/4, here with its factor 1/√2 taken out
    have hq : ∀ v : Fin 4 → Fin 2 → ℝ,
        elasticForm C (fun i => ![v i 0 - v i 1, v i 0 + v i 1]) = 4 * elasticForm C v := by
      intro v
      have h1 := iso (π / 4) v
      have e : (fun i => rot (π / 4) (v i)) =
          fun i => (√2 / 2) • ![v i 0 - v i 1, v i 0 + v i 1] := by
        ext i j
        fin_cases j <;> simp [rot, Real.cos_pi_div_four, Real.sin_pi_div_four] <;> ring
      have h2 := (elasticForm C).map_smul_univ (fun _ => √2 / 2)
        (fun i => ![v i 0 - v i 1, v i 0 + v i 1])
      have h4 : (√2 / 2) ^ 4 = (1 / 4 : ℝ) := by
        have h5 : √2 ^ 2 = (2 : ℝ) := Real.sq_sqrt (by norm_num)
        calc (√2 / 2) ^ 4 = (√2 ^ 2) ^ 2 / 16 := by ring
          _ = 1 / 4 := by rw [h5]; norm_num
      rw [e, h2, Finset.prod_const, Finset.card_univ, Fintype.card_fin, h4, smul_eq_mul] at h1
      linarith
    have q0 := hq (fun _ => ![1, 0])
    have q1 := hq (fun _ => ![0, 1])
    have q2 := hq ![![1, 0], ![1, 0], ![1, 0], ![0, 1]]
    have q3 := hq ![![1, 0], ![0, 1], ![0, 1], ![0, 1]]
    simp [elasticForm_apply, Fin.sum_univ_two] at q0 q1 q2 q3
    refine ⟨?_, ?_, ?_, ?_⟩ <;> linarith
  · rintro ⟨e1, e2, e3, e4⟩ v
    have a1 : C 0 0 0 0 = C 0 0 1 1 + 2 * C 0 1 0 1 := by linarith
    have a2 : C 1 1 1 1 = C 0 0 1 1 + 2 * C 0 1 0 1 := by linarith
    have a3 : C 0 0 1 0 = 0 := by linarith
    have a4 : C 0 1 0 0 = 0 := by linarith
    have a5 : C 1 0 0 0 = 0 := by linarith
    have a6 : C 1 1 1 0 = 0 := by linarith
    have a7 : C 0 1 1 1 = 0 := by linarith
    have a8 : C 1 0 1 1 = 0 := by linarith
    have a9 : C 0 1 1 0 = C 0 1 0 1 := by linarith
    have a10 : C 1 0 1 0 = C 0 1 0 1 := by linarith
    -- the form depends on the vectors only through their scalar products
    have hform : ∀ u : Fin 4 → Fin 2 → ℝ, elasticForm C u =
        C 0 0 1 1 * ((u 0 ⬝ᵥ u 1) * (u 2 ⬝ᵥ u 3)) +
        C 0 1 0 1 * ((u 0 ⬝ᵥ u 2) * (u 1 ⬝ᵥ u 3) + (u 0 ⬝ᵥ u 3) * (u 1 ⬝ᵥ u 2)) := by
      intro u
      rw [elasticForm_apply]
      simp only [Fin.sum_univ_two, dotProduct, a1, a2, a3, a4, a5, a6, a7, a8, a9, a10,
        e2, e3, ← s3, ← s7]
      ring
    have hdot : ∀ (t : ℝ) (x y : Fin 2 → ℝ), rot t x ⬝ᵥ rot t y = x ⬝ᵥ y := by
      intro t x y
      simp only [dotProduct, Fin.sum_univ_two, rot, Matrix.cons_val_zero,
        Matrix.cons_val_one, Matrix.cons_val_fin_one]
      linear_combination (x 0 * y 0 + x 1 * y 1) * Real.sin_sq_add_cos_sq t
    rw [hform, hform]
    simp only [hdot]

/-- The vector `(x, y)` read as the complex number `x + iy`. -/
def toComplex : (Fin 2 → ℝ) →ₗ[ℝ] ℂ where
  toFun v := v 0 + v 1 * Complex.I
  map_add' u v := by simp only [Pi.add_apply]; push_cast; ring
  map_smul' c v := by
    simp only [Pi.smul_apply, smul_eq_mul, RingHom.id_apply, Complex.real_smul]
    push_cast
    ring

/-- The rank-`r` tensor given by the real part of the product of its arguments, read as
complex numbers. -/
def harmonicForm (r : ℕ) : MultilinearMap ℝ (fun _ : Fin r => Fin 2 → ℝ) ℝ :=
  Complex.reCLM.toLinearMap.compMultilinearMap
    ((MultilinearMap.mkPiAlgebra ℝ (Fin r) ℂ).compLinearMap (fun _ => toComplex))

/-- The bound `n > r` is sharp: for every rank `r ≥ 1` the harmonic form is invariant under
the rotation by `2π/r` but not under the rotation by `π/r`. -/
theorem hermann_sharp {r : ℕ} (hr : 0 < r) :
    InvariantUnder (harmonicForm r) (2 * π / r) ∧
      ¬ InvariantUnder (harmonicForm r) (π / r) := by
  have hr0 : (r : ℂ) ≠ 0 := Nat.cast_ne_zero.2 hr.ne'
  have happ : ∀ v, harmonicForm r v = (∏ i, toComplex (v i)).re := fun _ => rfl
  have hrot : ∀ (t : ℝ) (u : Fin 2 → ℝ),
      toComplex (rot t u) = Complex.exp (t * Complex.I) * toComplex u := by
    intro t u
    change ((Real.cos t * u 0 - Real.sin t * u 1 : ℝ) : ℂ) +
      ((Real.sin t * u 0 + Real.cos t * u 1 : ℝ) : ℂ) * Complex.I =
      Complex.exp (t * Complex.I) * (u 0 + u 1 * Complex.I)
    rw [Complex.exp_mul_I]
    push_cast
    linear_combination (-Complex.sin t * u 1) * Complex.I_sq
  -- a common rotation by t multiplies the product by exp (i r t)
  have hform : ∀ (t : ℝ) (v : Fin r → Fin 2 → ℝ), harmonicForm r (fun i => rot t (v i)) =
      (Complex.exp (r * (t * Complex.I)) * ∏ i, toComplex (v i)).re := by
    intro t v
    rw [happ, Complex.exp_nat_mul]
    simp only [hrot, Finset.prod_mul_distrib, Finset.prod_const, Finset.card_univ,
      Fintype.card_fin]
  constructor
  · intro v
    have e : (r : ℂ) * (((2 * π / r : ℝ) : ℂ) * Complex.I) = 2 * π * Complex.I := by
      push_cast
      field_simp
    rw [hform, e, Complex.exp_two_pi_mul_I, one_mul, happ]
  · intro h
    have e : (r : ℂ) * (((π / r : ℝ) : ℂ) * Complex.I) = π * Complex.I := by
      push_cast
      field_simp
    have h1 := (hform (π / r) (fun _ => ![1, 0])).symm.trans (h _)
    have hone : toComplex ![1, 0] = 1 := by simp [toComplex]
    rw [e, Complex.exp_pi_mul_I, happ] at h1
    simp only [hone, Finset.prod_const_one] at h1
    norm_num at h1

end

end HermannTheorem
```

```lean
#print axioms HermannTheorem.hermann
#print axioms HermannTheorem.sixfold_elastic_iff
#print axioms HermannTheorem.hermann_sharp
```

```
'HermannTheorem.hermann' depends on axioms: [propext, Classical.choice, Quot.sound]
'HermannTheorem.sixfold_elastic_iff' depends on axioms: [propext, Classical.choice, Quot.sound]
'HermannTheorem.hermann_sharp' depends on axioms: [propext, Classical.choice, Quot.sound]
```

## From phases to the Lean proof

`rot_phases` supplies $A$ and $B$; `linear_combination` uses $\mathrm i^2=-1$. `phase_sum` is the geometric sum. In `average_prod`, `Finset.prod_add` expands the product over the subsets $S$, and the case split on $m=0$ separates the surviving terms from those that vanish. `component_expansion` is the expansion of $T$.

Inside `hermann`, `iter` proves equality of the $n$ copies by induction, `hcomp` writes their sum in phases, and `hconst` compares $\theta$ with $0$. The last line cancels $n$.

`elasticForm_apply` gives the contraction explicitly. In `sixfold_elastic_iff`, `hq` is the $\pi/4$ rotation with the four factors $1/\sqrt2$ collected into $1/4$; `q0` to `q3` are the four evaluations, and `linarith` solves them. For the converse, `hform` gives the scalar-product form and `hdot` its invariance.

`toComplex` and `harmonicForm` build the counterexample. `hermann_sharp` extracts the factor $e^{\mathrm ir\theta}$, then evaluates at $e_0$ in every slot, where invariance under $\pi/r$ would give $-1=1$.
